# Normal and pair densities of the RPA boson vacuum from its amplitudes

One particle–hole excitation is treated as a boson with annihilator b and creator c, so bc − cb = 1. The random-phase approximation (RPA) mixes excitation with de-excitation. With real amplitudes obeying x² − y² = 1, its lowering and raising operators are

O = x b − y c,  Q = x c − y b.

How many bosons does the RPA ground state contain on average? Write f for the expectation value in that state, γ = f(cb) and κ = f(bb). Since O annihilates the state from the left and Q from the right, f(bO) = 0 and f(Qb) = 0, which read

x κ = y (1 + γ),  x γ = y κ.

The 1 comes from the commutator. Eliminating κ gives x²γ = y²(1 + γ), so γ = y², and then κ = xy. The problems below treat many modes in the same way.

## Bosons, amplitudes and vacuum

The scalars `𝕜` are real or complex, `A` is any algebra over them, and `n` is a finite set of modes, in practice occupied–virtual orbital pairs.

```lean
import Mathlib

open Matrix

namespace RPAVacuumDensities

noncomputable section

variable {𝕜 A n : Type*} [RCLike 𝕜] [Ring A] [Algebra 𝕜 A] [Fintype n] [DecidableEq n]
```

The commutators are postulated. For real particle–hole operators, annihilators commute exactly with each other and so do creators, but the rule for b_i c_j − c_j b_i holds only approximately. This quasi-boson replacement is the step from the model to electrons that the hypotheses leave open.

```lean
/-- Canonical boson pairs: `b i` annihilates and `c i` creates a boson in mode `i`. -/
structure IsCanonical (b c : n → A) : Prop where
  bc : ∀ i j, b i * c j - c j * b i = if i = j then 1 else 0
  bb : ∀ i j, b i * b j = b j * b i
  cc : ∀ i j, c i * c j = c j * c i
```

The amplitudes X and Y are square, with as many excitations k as modes i. The two conditions below say that the excitations are themselves canonical bosons. For real amplitudes they are together equivalent to (X+Y)ᵀ(X−Y) = 1. No eigenvalue equation for X and Y is assumed.

```lean
/-- Normalisation of the forward amplitudes `X` and backward amplitudes `Y`. -/
structure IsNormalised (X Y : Matrix n n 𝕜) : Prop where
  norm : Xᴴ * X - Yᴴ * Y = 1
  symm : Xᵀ * Y = Yᵀ * X
```

Many texts write Q_k for the annihilator and Q_k† for the creator; here O_k lowers and Q_k raises.

```lean
/-- The RPA lowering operator `O_k`, the sum over `i` of `conj X_ik b_i - conj Y_ik c_i`. -/
def lower (X Y : Matrix n n 𝕜) (b c : n → A) (k : n) : A :=
  ∑ i, (star (X i k) • b i - star (Y i k) • c i)

/-- The RPA raising operator `Q_k`, the sum over `i` of `X_ik c_i - Y_ik b_i`. -/
def raising (X Y : Matrix n n 𝕜) (b c : n → A) (k : n) : A :=
  ∑ i, (X i k • c i - Y i k • b i)
```

The vacuum is a linear functional f, standing for ⟨0|·|0⟩. Its existence is assumed, while positivity of f and the relation c_i = b_i† are not needed.

```lean
/-- A correlated vacuum: a normalised linear expectation value that vanishes whenever
a lowering operator stands on the right or a raising operator on the left. -/
structure IsVacuum (f : A →ₗ[𝕜] 𝕜) (X Y : Matrix n n 𝕜) (b c : n → A) : Prop where
  one : f 1 = 1
  right : ∀ a k, f (a * lower X Y b c k) = 0
  left : ∀ a k, f (raising X Y b c k * a) = 0
```

The unknowns are the matrices γ_ij = f(c_i b_j) and κ_ij = f(b_i b_j). The second is often called the anomalous density.

```lean
/-- The normal density, with entries `f (c_i b_j)`. -/
def normalDensity (f : A →ₗ[𝕜] 𝕜) (b c : n → A) : Matrix n n 𝕜 :=
  Matrix.of fun i j => f (c i * b j)

/-- The pair density, with entries `f (b_i b_j)`. -/
def pairDensity (f : A →ₗ[𝕜] 𝕜) (b : n → A) : Matrix n n 𝕜 :=
  Matrix.of fun i j => f (b i * b j)
```

## (a) Completeness of the excitations

Write X̄ and Ȳ for the entrywise conjugates, which are `Xᵀᴴ` and `Yᵀᴴ` in Lean. Show that normalised amplitudes satisfy

X Xᴴ − Ȳ Yᵀ = 1,  X Yᴴ = Ȳ Xᵀ,
Y Xᴴ = X̄ Yᵀ,  X̄ Xᵀ − Y Yᴴ = 1.

**Solution.** Set, with rows separated by semicolons,

M = [Xᴴ, −Yᴴ; −Yᵀ, Xᵀ],  N = [X, Ȳ; Y, X̄].

The diagonal blocks of MN are XᴴX − YᴴY and its transpose XᵀX̄ − YᵀȲ, both equal to 1. The off-diagonal blocks are XᵀY − YᵀX = 0 and XᴴȲ − YᴴX̄, which vanishes by conjugation. So MN = 1. For finite square matrices this implies NM = 1, whose four blocks are the four relations.

In the proof, `hM` is MN = 1 and `mul_eq_one_comm` reverses the product.

```lean
variable {X Y : Matrix n n 𝕜} {b c : n → A} {f : A →ₗ[𝕜] 𝕜}

/-- Square normalised amplitudes also obey the completeness relations, in which the sum
runs over the excitations. -/
theorem completeness (h : IsNormalised X Y) :
    X * Xᴴ - Yᵀᴴ * Yᵀ = 1 ∧ X * Yᴴ = Yᵀᴴ * Xᵀ ∧ Y * Xᴴ = Xᵀᴴ * Yᵀ ∧
      Xᵀᴴ * Xᵀ - Y * Yᴴ = 1 := by
  have h3 : Xᵀ * Xᵀᴴ - Yᵀ * Yᵀᴴ = 1 := by
    have := congrArg Matrix.transpose h.norm
    rw [transpose_sub, transpose_mul, transpose_mul, transpose_one] at this
    exact this
  have h4 : Yᴴ * Xᵀᴴ = Xᴴ * Yᵀᴴ := by
    have := congrArg Matrix.conjTranspose h.symm
    rwa [conjTranspose_mul, conjTranspose_mul] at this
  -- normalisation is a one-sided inverse of a square block matrix
  have hM : fromBlocks Xᴴ (-Yᴴ) (-Yᵀ) Xᵀ * fromBlocks X Yᵀᴴ Y Xᵀᴴ = 1 := by
    rw [fromBlocks_multiply, ← fromBlocks_one, fromBlocks_inj]
    refine ⟨?_, ?_, ?_, ?_⟩
    · rw [← h.norm]; noncomm_ring
    · rw [Matrix.neg_mul, h4, add_neg_cancel]
    · rw [Matrix.neg_mul, h.symm, neg_add_cancel]
    · rw [← h3]; noncomm_ring
  -- hence it is also an inverse from the other side
  have hN := mul_eq_one_comm.mp hM
  rw [fromBlocks_multiply, ← fromBlocks_one, fromBlocks_inj] at hN
  obtain ⟨e1, e2, e3, e4⟩ := hN
  rw [Matrix.mul_neg] at e1 e2 e3 e4
  exact ⟨by rw [sub_eq_add_neg]; exact e1, neg_add_eq_zero.mp e2,
    add_neg_eq_zero.mp e3, by rw [sub_eq_add_neg, add_comm]; exact e4⟩
```

## (b) Two linear equations for the densities

Show that the vacuum conditions give

κ X̄ = (1 + γᵀ) Ȳ,  Xᵀ γ = Yᵀ κ.

**Solution.** The commutator and f(1) = 1 give f(b_j c_i) = δ_ji + γ_ij. Hence

0 = f(b_j O_k) = Σ_i [X̄_ik κ_ji − Ȳ_ik (δ_ji + γ_ij)],
0 = f(Q_k b_j) = Σ_i [X_ik γ_ij − Y_ik κ_ij].

These are the (j,k) entry of the first equation and the (k,j) entry of the second. Normalisation of X and Y is not used.

The auxiliary `hc` is the commutator step; `simp only` then expands the sums and matches them to matrix entries.

```lean
/-- For canonical bosons, the vacuum conditions `f (b_j O_k) = 0` and `f (Q_k b_j) = 0`
are two linear equations for the pair density and the normal density. -/
theorem density_equations (hb : IsCanonical b c) (hv : IsVacuum f X Y b c) :
    pairDensity f b * Xᵀᴴ = (1 + (normalDensity f b c)ᵀ) * Yᵀᴴ ∧
      Xᵀ * normalDensity f b c = Yᵀ * pairDensity f b := by
  constructor
  · ext j k
    have hc : ∀ i, f (b j * c i) = (if j = i then 1 else 0) + f (c i * b j) := fun i => by
      rw [← sub_eq_iff_eq_add, ← map_sub, hb.bc]
      split_ifs
      exacts [hv.one, map_zero f]
    have h := hv.right (b j) k
    simp only [lower, Finset.mul_sum, mul_sub, mul_smul_comm, map_sum, map_sub, map_smul,
      smul_eq_mul, Finset.sum_sub_distrib, sub_eq_zero, hc, mul_comm (star (X _ _)),
      mul_comm (star (Y _ _))] at h
    simpa only [Matrix.mul_apply, Matrix.add_apply, Matrix.one_apply, transpose_apply,
      conjTranspose_apply, pairDensity, normalDensity, Matrix.of_apply] using h
  · ext k j
    have h := hv.left (b j) k
    simp only [raising, Finset.sum_mul, sub_mul, smul_mul_assoc, map_sum, map_sub, map_smul,
      smul_eq_mul, Finset.sum_sub_distrib, sub_eq_zero] at h
    simpa only [Matrix.mul_apply, transpose_apply, pairDensity, normalDensity,
      Matrix.of_apply] using h
```

## (c) The densities in closed form

Show that

γ = Y Yᴴ,  κ = X Yᴴ.

**Solution.** The b_i commute, so κᵀ = κ, and the second equation of (b) transposes to γᵀX = κY. Multiply this by Xᴴ and the first equation by Yᵀ, both from the right:

γᵀ X Xᴴ = κ Y Xᴴ,  κ X̄ Yᵀ = (1 + γᵀ) Ȳ Yᵀ.

Since Y Xᴴ = X̄ Yᵀ, it follows that γᵀ(X Xᴴ − Ȳ Yᵀ) = Ȳ Yᵀ. The bracket is 1, so γᵀ = Ȳ Yᵀ and γ = Y Yᴴ.

For κ, multiply by Yᴴ and Xᵀ instead:

γᵀ X Yᴴ = κ Y Yᴴ,  κ X̄ Xᵀ = (1 + γᵀ) Ȳ Xᵀ.

Subtracting, and using X Yᴴ = Ȳ Xᵀ, leaves κ(X̄ Xᵀ − Y Yᴴ) = X Yᴴ, where the bracket is again 1.

Each `linear_combination` lists these multipliers, and `noncomm_ring` checks the identity without commuting matrices.

```lean
/-- Correlated vacuum densities: for canonical bosons and normalised amplitudes the normal
density is `Y Yᴴ` and the pair density is `X Yᴴ`. -/
theorem vacuum_densities (hb : IsCanonical b c) (h : IsNormalised X Y)
    (hv : IsVacuum f X Y b c) :
    normalDensity f b c = Y * Yᴴ ∧ pairDensity f b = X * Yᴴ := by
  obtain ⟨h1, h2, h3, h4⟩ := completeness h
  obtain ⟨hr, hl⟩ := density_equations hb hv
  have hs : (pairDensity f b)ᵀ = pairDensity f b := by
    ext i j
    exact congrArg f (hb.bb j i)
  have hl' := congrArg Matrix.transpose hl
  simp only [transpose_mul, transpose_transpose, hs] at hl'
  -- solve the two linear equations with the completeness relations
  generalize pairDensity f b = K at *
  generalize normalDensity f b c = G at *
  constructor
  · have hG : Gᵀ = Yᵀᴴ * Yᵀ := by
      linear_combination (norm := noncomm_ring) hl' * Xᴴ + hr * Yᵀ + K * h3 - Gᵀ * h1
    have := congrArg Matrix.transpose hG
    rw [transpose_transpose, transpose_mul] at this
    exact this
  · linear_combination (norm := noncomm_ring) hr * Xᵀ + hl' * Yᴴ - K * h4 - Gᵀ * h2 - h2
```

Within the quasi-boson model, γ measures the particle–hole admixture in the RPA ground state. In a calculation with real orbitals, a solver that returns X+Y and X−Y, normalised to (X+Y)ᵀ(X−Y) = 1, gives Y as half their difference, and one matrix product then forms Y Yᵀ. The product sums over all excitations k, so a run that keeps only the lowest roots yields a partial sum.

## (d) The number of bosons

Show that

Σ_i f(c_i b_i) = Σ_i Σ_k |Y_ik|²,

and that this number is zero exactly when Y = 0.

**Solution.** By (c), f(c_i b_i) = (Y Yᴴ)_ii = Σ_k Y_ik Ȳ_ik = Σ_k |Y_ik|². Sum over i. A sum of non-negative terms vanishes only if every term does; the converse is immediate.

The lemma `Finset.sum_eq_zero_iff_of_nonneg` is applied once for each of the two sums.

```lean
/-- For canonical bosons and normalised amplitudes, the mean number of bosons in the
correlated vacuum is the sum of all `|Y_ik|²`, and it is zero exactly when `Y = 0`. -/
theorem vacuum_number (hb : IsCanonical b c) (h : IsNormalised X Y)
    (hv : IsVacuum f X Y b c) :
    ∑ i, f (c i * b i) = ((∑ i, ∑ k, ‖Y i k‖ ^ 2 : ℝ) : 𝕜) ∧
      (∑ i, f (c i * b i) = 0 ↔ Y = 0) := by
  have hs : ∑ i, f (c i * b i) = ((∑ i, ∑ k, ‖Y i k‖ ^ 2 : ℝ) : 𝕜) := by
    push_cast
    refine Finset.sum_congr rfl fun i _ => ?_
    have hi : f (c i * b i) = (Y * Yᴴ) i i :=
      congrFun (congrFun (vacuum_densities hb h hv).1 i) i
    rw [hi, Matrix.mul_apply]
    exact Finset.sum_congr rfl fun k _ => RCLike.mul_conj (Y i k)
  refine ⟨hs, ?_⟩
  rw [hs, RCLike.ofReal_eq_zero]
  constructor
  · intro h0
    ext i k
    -- a vanishing sum of squares vanishes term by term
    have h1 := (Finset.sum_eq_zero_iff_of_nonneg (fun i _ => by positivity)).1 h0 i
      (Finset.mem_univ i)
    have h2 := (Finset.sum_eq_zero_iff_of_nonneg (fun k _ => by positivity)).1 h1 k
      (Finset.mem_univ k)
    simpa using h2
  · intro h0
    simp [h0]
```

## (e) A squeezed mode

Let DM − MD = 1, f(1) = 1 and f(aD) = f(Ma) = 0 for all a. Define

b = (5/4) D + (3/4) M,  c = (5/4) M + (3/4) D.

```lean
/-- The one-mode family whose only entry is `5/4` of the first argument plus `3/4` of the second. -/
def squeezed {A : Type*} [Ring A] [Algebra ℝ A] (D M : A) : Fin 1 → A :=
  fun _ => (5 / 4 : ℝ) • D + (3 / 4 : ℝ) • M
```

Show that b, c and f meet all the conditions above with X = 5/4 and Y = 3/4.

**Solution.** The commutator is bc − cb = 25/16 − 9/16 = 1, and X² − Y² has the same value. The second amplitude condition is trivial for one mode. Substitution gives

O = (5/4) b − (3/4) c = D,  Q = (5/4) c − (3/4) b = M,

so the vacuum conditions are those assumed for D and M. By (c), γ = 9/16 and κ = 15/16.

The steps `hO` and `hQ` are the two substitutions.

```lean
/-- If `D M - M D = 1` and `f` is a normalised vacuum of `D` and `M`, then `f` is the
correlated vacuum of the squeezed pair with amplitudes `X = 5/4` and `Y = 3/4`. -/
theorem squeezed_mode {A : Type*} [Ring A] [Algebra ℝ A] {D M : A} {f : A →ₗ[ℝ] ℝ}
    (hDM : D * M = M * D + 1) (h1 : f 1 = 1) (hr : ∀ a, f (a * D) = 0)
    (hl : ∀ a, f (M * a) = 0) :
    let X : Matrix (Fin 1) (Fin 1) ℝ := Matrix.of fun _ _ => 5 / 4
    let Y : Matrix (Fin 1) (Fin 1) ℝ := Matrix.of fun _ _ => 3 / 4
    IsCanonical (squeezed D M) (squeezed M D) ∧ IsNormalised X Y ∧
      IsVacuum f X Y (squeezed D M) (squeezed M D) := by
  intro X Y
  -- the RPA operators are `D` and `M` themselves
  have hO : ∀ k, lower X Y (squeezed D M) (squeezed M D) k = D := fun k => by
    simp only [lower, X, Y, squeezed, Matrix.of_apply, star_trivial, Finset.univ_unique,
      Finset.sum_singleton]
    module
  have hQ : ∀ k, raising X Y (squeezed D M) (squeezed M D) k = M := fun k => by
    simp only [raising, X, Y, squeezed, Matrix.of_apply, Finset.univ_unique,
      Finset.sum_singleton]
    module
  refine ⟨⟨fun i j => ?_, fun _ _ => rfl, fun _ _ => rfl⟩, ⟨?_, ?_⟩,
    ⟨h1, fun a k => by rw [hO]; exact hr a, fun a k => by rw [hQ]; exact hl a⟩⟩
  · rw [if_pos (Subsingleton.elim i j)]
    simp only [squeezed, add_mul, mul_add, smul_mul_assoc, mul_smul_comm, hDM]
    module
  · ext i j
    obtain rfl := Subsingleton.elim i j
    norm_num [X, Y, Matrix.mul_apply]
  · ext i j
    norm_num [X, Y, Matrix.mul_apply]
```

## (f) A realisation on polynomials

Find concrete D, M and f for (e).

**Solution.** On real polynomials p(t), let D = d/dt and let M multiply by t. Let f(a) be the constant coefficient of a applied to the polynomial 1. Then

(t p)′ = t p′ + p,

so DM = MD + 1. Also f(1) = 1, f(aD) = 0 because 1′ = 0, and f(Ma) = 0 because a multiple of t has no constant term.

In Lean the variable t is `Polynomial.X`, unrelated to the amplitude X.

```lean
/-- Multiplication of real polynomials by the variable. -/
def mulX : Module.End ℝ (Polynomial ℝ) := LinearMap.mulLeft ℝ Polynomial.X

/-- Differentiation of real polynomials. -/
def diffX : Module.End ℝ (Polynomial ℝ) := Polynomial.derivative

/-- The functional that applies an operator to the polynomial `1` and takes the constant
coefficient of the result. -/
def polyVacuum : Module.End ℝ (Polynomial ℝ) →ₗ[ℝ] ℝ where
  toFun a := (a 1).coeff 0
  map_add' a b := by simp
  map_smul' r a := by simp

/-- One correlated mode on real polynomials, with `X = 5/4` and `Y = 3/4`, meets all the
conditions on bosons, amplitudes and vacuum. -/
theorem vacuum_densities_witness :
    let X : Matrix (Fin 1) (Fin 1) ℝ := Matrix.of fun _ _ => 5 / 4
    let Y : Matrix (Fin 1) (Fin 1) ℝ := Matrix.of fun _ _ => 3 / 4
    IsCanonical (squeezed diffX mulX) (squeezed mulX diffX) ∧ IsNormalised X Y ∧
      IsVacuum polyVacuum X Y (squeezed diffX mulX) (squeezed mulX diffX) := by
  have hM : ∀ p, mulX p = Polynomial.X * p := fun p => by
    simp only [mulX, LinearMap.mulLeft_apply]
  have hD : ∀ p, diffX p = Polynomial.derivative p := fun _ => rfl
  have hf : ∀ a, polyVacuum a = (a 1).coeff 0 := fun _ => rfl
  refine squeezed_mode (LinearMap.ext fun p => ?_) ?_ (fun a => ?_) (fun a => ?_)
  · simp only [LinearMap.add_apply, Module.End.mul_apply, Module.End.one_apply, hM, hD,
      Polynomial.derivative_mul, Polynomial.derivative_X, one_mul]
    exact add_comm _ _
  · rw [hf, Module.End.one_apply, Polynomial.coeff_one_zero]
  · rw [hf, Module.End.mul_apply, hD, Polynomial.derivative_one, map_zero,
      Polynomial.coeff_zero]
  · rw [hf, Module.End.mul_apply, hM, Polynomial.mul_coeff_zero, Polynomial.coeff_X_zero,
      zero_mul]

end

end RPAVacuumDensities
```

```lean
#print axioms RPAVacuumDensities.vacuum_densities
#print axioms RPAVacuumDensities.vacuum_number
```

```
'RPAVacuumDensities.vacuum_densities' depends on axioms: [propext, Classical.choice, Quot.sound]
'RPAVacuumDensities.vacuum_number' depends on axioms: [propext, Classical.choice, Quot.sound]
```

## A vacuum vector instead of a functional

The vacuum could also be modelled as a unit vector |0⟩ in a Hilbert space, with c_i = b_i† and O_k|0⟩ = 0. The condition on Q_k would then follow by taking adjoints, and f would be positive. In exchange, the domains of the unbounded operators b_i and c_i would have to be specified.
